# The virial commutator and virial theorem for one particle on a line in a polynomial potential

## A particle in a polynomial well

A particle moves along a line in a potential such as the anharmonic well $V(x)=x^2+x^4$. In a stationary state no expectation value changes with time, yet the particle has kinetic energy and feels a force. The rate of change of $xp$ links the two: its vanishing mean ties $\langle p^2\rangle$ to the mean of $xV'(x)$.

For a one-coordinate model of an anharmonic vibration, this balance gives a check on a computed eigenfunction.

## Rates of change and stationary states

Take unit mass and $\hbar=1$, and write $[a,b]=ab-ba$. Let $x,p$ be elements of a complex algebra with $[x,p]=i$, let $V$ be a complex polynomial, and set $H=p^2/2+V(x)$. Then

$$i[H,x]=p,\qquad i[H,p]=-V'(x),\qquad i[H,xp]=p^2-xV'(x).$$

In Lean, the algebra is `A`, `aeval x V` is $V(x)$, and `heisenbergRate H a` is $i[H,a]$. The canonical relation is the hypothesis `h`; it stands for the quantum kinematics of one Cartesian coordinate and is assumed, not derived. These three identities need no Hilbert space and no self-adjointness.

If the algebra is nontrivial ($1\neq0$), `momentum_conserved_iff` says that $p$ is a constant of motion exactly when $V$ is a constant polynomial.

For expectation values, `x` and `p` are linear maps of a complex inner product space `F` into itself, with composition as product. `F` need not be complete, so it can be a common invariant domain of unbounded operators. If $H$ is symmetric on `F` and $H\psi=E\psi$ with $E$ real, then

$$\langle\psi,p^2\psi\rangle=\langle\psi,xV'(x)\psi\rangle .$$

For $V(x)=gx^n$ the right side is $n\langle\psi,V(x)\psi\rangle$. The vector $\psi$ need not be normalised; for $\psi\ne0$, dividing by $\langle\psi,\psi\rangle$ gives the usual expectation values.

The Coulomb potential is not a polynomial, so the relation $2\langle T\rangle=-\langle V\rangle$ for stationary states of a nonrelativistic atom, with $T$ the kinetic energy, is not an instance. Nor are finite matrices covered: the trace of a commutator of matrices is zero, while that of $i$ times a nonempty identity matrix is not. For the matrices of $x$ and $p$ in a finite basis set the canonical relation therefore fails, and this theorem does not guarantee the balance, though it may still hold in particular cases.

## From the canonical relation to the virial commutator

First, $[V(x),p]=iV'(x)$. Both sides vanish for constants and respect sums. If the formula holds for $f$, one more factor of $x$ gives

$$[f(x)x,p]=f(x)[x,p]+[f(x),p]x=i\bigl(f(x)+f'(x)x\bigr),$$

which is $i$ times the derivative of $Xf(X)$, evaluated at $x$. This reaches every monomial, hence every polynomial.

Since $V(x)$ commutes with $x$, only the kinetic term moves the position:

$$[p^2,x]=p[p,x]+[p,x]p=-2ip,\qquad i[H,x]=\tfrac i2(-2ip)=p.$$

Since $p^2$ commutes with $p$, only the potential changes the momentum: $i[H,p]=i\cdot iV'(x)=-V'(x)$.

Adding and subtracting $aHb$ in $[H,ab]$ gives the product rule $i[H,ab]=i[H,a]\,b+a\,i[H,b]$. With $a=x$ and $b=p$,

$$i[H,xp]=p\,p+x\bigl(-V'(x)\bigr)=p^2-xV'(x).$$

## When momentum is conserved

Conservation of $p$ means $V'(x)=0$ in the algebra. To conclude that $V'$ is the zero polynomial, suppose $f(x)=0$ with $f\neq0$ of degree $d$. Commuting with $p$ gives $f'(x)=0$. After $d$ such steps, a nonzero constant times $1$ equals zero, which is impossible in a nontrivial algebra. So $V'=0$ and $V$ is constant. The converse is immediate.

## The balance in an eigenvector

Put $G=xp$. Symmetry of $H$ and reality of $E$ give

$$\langle\psi,i[H,G]\psi\rangle=i\bigl(\langle H\psi,G\psi\rangle-E\langle\psi,G\psi\rangle\bigr)=i(E-E)\langle\psi,G\psi\rangle=0.$$

Inserting the virial commutator yields the balance. For $V=gx^n$ one has $xV'(x)=nV(x)$, with both sides zero when $n=0$.

The same argument with $G=p$ gives $\langle\psi,V'(x)\psi\rangle=0$: the mean force vanishes in an eigenvector. The file carries the argument out only for $xp$.

Without symmetry of $H$ the balance can fail. On the smooth functions on $[0,1]$ with the $L^2$ inner product, let $x$ be multiplication by the coordinate, $p=-i\,d/dx$ and $V=0$. The normalised function $\psi=\sqrt2\sin\pi x$ satisfies $H\psi=(\pi^2/2)\psi$, yet $\langle\psi,p^2\psi\rangle=\pi^2$ while $xV'(x)=0$. Boundary terms spoil the symmetry of $H$ on this space.

## The Lean file

```lean
import Mathlib

open Polynomial

namespace HeisenbergVirial

noncomputable section

variable {A : Type*} [Ring A] [Algebra ℂ A]

/-- The Hamiltonian `p²/2 + V(x)` of a particle of unit mass in a polynomial potential. -/
def hamiltonian (x p : A) (V : ℂ[X]) : A := (1 / 2 : ℂ) • p ^ 2 + aeval x V

/-- The Heisenberg rate of change `i[H, a]` of an observable `a`, in units with `ħ = 1`. -/
def heisenbergRate (H a : A) : A := Complex.I • (H * a - a * H)

/-- The commutator of a polynomial potential with the momentum is `[V(x), p] = i V'(x)`. -/
theorem potential_commutator {x p : A} (h : x * p - p * x = Complex.I • (1 : A)) (V : ℂ[X]) :
    aeval x V * p - p * aeval x V = Complex.I • aeval x (derivative V) := by
  induction V using Polynomial.induction_on with
  | C a => rw [aeval_C, derivative_C, map_zero, smul_zero, Algebra.commutes, sub_self]
  | add f g hf hg =>
    rw [derivative_add, map_add, map_add, smul_add, ← hf, ← hg]
    noncomm_ring
  | monomial n a ih =>
    have e : (C a * X ^ (n + 1) : ℂ[X]) = (C a * X ^ n) * X := by ring
    rw [e]
    generalize (C a * X ^ n : ℂ[X]) = f at ih ⊢
    simp only [derivative_mul, derivative_X, mul_one, map_mul, map_add, aeval_X]
    -- one more factor of x contributes one more canonical commutator
    have s : aeval x f * x * p - p * (aeval x f * x)
        = aeval x f * (x * p - p * x) + (aeval x f * p - p * aeval x f) * x := by
      noncomm_ring
    rw [s, h, ih, mul_smul_comm, mul_one, smul_mul_assoc, smul_add, add_comm]

/-- The Heisenberg rate obeys the product rule, with the order of the factors kept. -/
theorem rate_mul (H a b : A) :
    heisenbergRate H (a * b) = heisenbergRate H a * b + a * heisenbergRate H b := by
  unfold heisenbergRate
  rw [smul_mul_assoc, mul_smul_comm, ← smul_add]
  congr 1
  noncomm_ring

/-- The position changes at the rate `i[H, x] = p`. -/
theorem rate_position {x p : A} (h : x * p - p * x = Complex.I • (1 : A)) (V : ℂ[X]) :
    heisenbergRate (hamiltonian x p V) x = p := by
  have hV : aeval x V * x = x * aeval x V := by
    have := congrArg (aeval x) (mul_comm V X)
    simpa only [map_mul, aeval_X] using this
  -- the kinetic term gives [p², x] = -2i p
  have hp : p ^ 2 * x - x * p ^ 2 = -(p * (x * p - p * x) + (x * p - p * x) * p) := by
    noncomm_ring
  rw [h, mul_smul_comm, smul_mul_assoc, mul_one, one_mul] at hp
  have s : hamiltonian x p V * x - x * hamiltonian x p V
      = (1 / 2 : ℂ) • (p ^ 2 * x - x * p ^ 2) + (aeval x V * x - x * aeval x V) := by
    simp only [hamiltonian, add_mul, mul_add, smul_mul_assoc, mul_smul_comm, smul_sub]
    abel
  have t : Complex.I • (1 / 2 : ℂ) • (-(Complex.I • p + Complex.I • p))
      = (-(Complex.I * Complex.I)) • p := by module
  rw [heisenbergRate, s, hp, hV, sub_self, add_zero, t, Complex.I_mul_I, neg_neg, one_smul]

/-- The momentum changes at the rate `i[H, p] = -V'(x)`. -/
theorem rate_momentum {x p : A} (h : x * p - p * x = Complex.I • (1 : A)) (V : ℂ[X]) :
    heisenbergRate (hamiltonian x p V) p = -aeval x (derivative V) := by
  have hc : p ^ 2 * p = p * p ^ 2 := by noncomm_ring
  -- the kinetic term commutes with p
  have s : hamiltonian x p V * p - p * hamiltonian x p V
      = aeval x V * p - p * aeval x V := by
    simp only [hamiltonian, add_mul, mul_add, smul_mul_assoc, mul_smul_comm]
    rw [hc]
    abel
  rw [heisenbergRate, s, potential_commutator h, smul_smul, Complex.I_mul_I, neg_smul, one_smul]

/-- The virial commutator: `i[H, xp] = p² - x V'(x)`. -/
theorem rate_virial {x p : A} (h : x * p - p * x = Complex.I • (1 : A)) (V : ℂ[X]) :
    heisenbergRate (hamiltonian x p V) (x * p) = p ^ 2 - x * aeval x (derivative V) := by
  rw [rate_mul, rate_position h, rate_momentum h, mul_neg, ← sub_eq_add_neg, sq]

/-- A canonical position satisfies no polynomial equation: if `f(x) = 0` then `f = 0`. -/
theorem position_transcendental [Nontrivial A] {x p : A}
    (h : x * p - p * x = Complex.I • (1 : A)) (f : ℂ[X]) (hf : aeval x f = 0) : f = 0 := by
  have key : ∀ n : ℕ, ∀ g : ℂ[X], g.natDegree ≤ n → aeval x g = 0 → g = 0 := by
    intro n
    induction n with
    | zero =>
      intro g hg h0
      rw [eq_C_of_natDegree_le_zero hg, aeval_C] at h0
      have hc : g.coeff 0 = 0 := (map_eq_zero (algebraMap ℂ A)).1 h0
      rw [eq_C_of_natDegree_le_zero hg, hc, C_0]
    | succ n ih =>
      intro g hg h0
      -- commuting with p differentiates the relation and lowers its degree
      have hd := potential_commutator h g
      rw [h0, zero_mul, mul_zero, sub_zero] at hd
      have hd0 := (smul_eq_zero.1 hd.symm).resolve_left Complex.I_ne_zero
      have hle := natDegree_derivative_le g
      have hg' := ih (derivative g) (by omega) hd0
      have hdeg := Polynomial.derivative_eq_zero.1 hg'
      exact ih g (by omega) h0
  exact key f.natDegree f le_rfl hf

/-- The momentum is a constant of motion exactly when the potential is constant. -/
theorem momentum_conserved_iff [Nontrivial A] {x p : A}
    (h : x * p - p * x = Complex.I • (1 : A)) (V : ℂ[X]) :
    heisenbergRate (hamiltonian x p V) p = 0 ↔ ∃ c : ℂ, V = C c := by
  rw [rate_momentum h, neg_eq_zero]
  constructor
  · intro h0
    have hd := position_transcendental h _ h0
    exact ⟨V.coeff 0, eq_C_of_natDegree_eq_zero (Polynomial.derivative_eq_zero.1 hd)⟩
  · rintro ⟨c, rfl⟩
    rw [derivative_C, map_zero]

variable {F : Type*} [NormedAddCommGroup F] [InnerProductSpace ℂ F]

/-- The quantum virial theorem for one canonical pair `x`, `p` and a polynomial potential `V`: in an
eigenvector of a symmetric Hamiltonian `p²/2 + V(x)`, the expectation values of `p²` and `x V'(x)`
agree. -/
theorem virial_theorem {x p : Module.End ℂ F}
    (h : x * p - p * x = Complex.I • (1 : Module.End ℂ F)) (V : ℂ[X])
    (hs : LinearMap.IsSymmetric (hamiltonian x p V)) {ψ : F} {E : ℝ}
    (hE : hamiltonian x p V ψ = (E : ℂ) • ψ) :
    inner ℂ ψ ((p ^ 2) ψ) = inner ℂ ψ ((x * aeval x (derivative V)) ψ) := by
  -- the rate of change of xp has zero expectation in a stationary state
  have h0 : inner ℂ ψ ((heisenbergRate (hamiltonian x p V) (x * p)) ψ) = 0 := by
    change inner ℂ ψ (Complex.I • (hamiltonian x p V ((x * p) ψ)
      - (x * p) (hamiltonian x p V ψ))) = 0
    rw [inner_smul_right, inner_sub_right, ← hs ψ ((x * p) ψ), hE, map_smul,
      inner_smul_left, inner_smul_right, Complex.conj_ofReal, sub_self, mul_zero]
  rw [rate_virial h V, LinearMap.sub_apply, inner_sub_right] at h0
  exact sub_eq_zero.1 h0

/-- For the power-law potential `V(x) = g xⁿ`, the expectation value of `p²` in an energy
eigenvector is `n` times that of the potential. -/
theorem virial_power_law {x p : Module.End ℂ F}
    (h : x * p - p * x = Complex.I • (1 : Module.End ℂ F)) (g : ℂ) (n : ℕ)
    (hs : LinearMap.IsSymmetric (hamiltonian x p (C g * X ^ n))) {ψ : F} {E : ℝ}
    (hE : hamiltonian x p (C g * X ^ n) ψ = (E : ℂ) • ψ) :
    inner ℂ ψ ((p ^ 2) ψ) = (n : ℂ) * inner ℂ ψ ((aeval x (C g * X ^ n : ℂ[X])) ψ) := by
  -- Euler's relation for a homogeneous potential
  have e : X * derivative (C g * X ^ n : ℂ[X]) = (n : ℂ) • (C g * X ^ n : ℂ[X]) := by
    rw [derivative_C_mul_X_pow, smul_eq_C_mul, C_mul]
    cases n with
    | zero => simp
    | succ k =>
      rw [Nat.add_sub_cancel]
      ring
  have e' := congrArg (aeval x) e
  rw [map_mul, aeval_X, map_smul] at e'
  rw [virial_theorem h _ hs hE, e', LinearMap.smul_apply, inner_smul_right]

/-- Multiplication by `X` and `-i d/dX` on complex polynomials satisfy `[x, p] = i`. -/
theorem canonical_witness :
    (LinearMap.mulLeft ℂ (X : ℂ[X]) : Module.End ℂ ℂ[X]) * ((-Complex.I) • derivative)
      - ((-Complex.I) • derivative) * (LinearMap.mulLeft ℂ (X : ℂ[X]) : Module.End ℂ ℂ[X])
      = Complex.I • (1 : Module.End ℂ ℂ[X]) := by
  apply LinearMap.ext
  intro f
  change X * ((-Complex.I) • derivative f) - (-Complex.I) • derivative (X * f) = Complex.I • f
  rw [derivative_mul, derivative_X, one_mul, mul_smul_comm]
  module

end

end HeisenbergVirial
```

```lean
#print axioms HeisenbergVirial.potential_commutator
#print axioms HeisenbergVirial.momentum_conserved_iff
#print axioms HeisenbergVirial.virial_power_law
```

```
'HeisenbergVirial.potential_commutator' depends on axioms: [propext, Classical.choice, Quot.sound]
'HeisenbergVirial.momentum_conserved_iff' depends on axioms: [propext, Classical.choice, Quot.sound]
'HeisenbergVirial.virial_power_law' depends on axioms: [propext, Classical.choice, Quot.sound]
```

## How the Lean proofs follow the algebra

`potential_commutator` is the induction on $V$. In its monomial case, `generalize` replaces $aX^n$ by an arbitrary $f$, and `noncomm_ring` checks the splitting of $[f(x)x,p]$ without exchanging factors.

In `rate_position`, `hV` says that $V(x)$ commutes with $x$, `hp` expands $[p^2,x]$, and `t` collects the scalars. `rate_momentum` removes the kinetic term and applies the potential commutator. `rate_virial` then combines `rate_mul` with these two rates.

`position_transcendental` uses induction on a bound for the degree. The induction hypothesis first shows that the derivative is zero; the polynomial then has degree zero, so the same hypothesis applies to it as well.

In `virial_theorem`, the rewrite with `← hs` moves $H$ to the left side of the inner product, and `Complex.conj_ofReal` uses that $E$ is real. `virial_power_law` proves $XV'=nV$ for polynomials, treating $n=0$ separately, and evaluates it at $x$.

Finally, `canonical_witness` checks by the product rule that multiplication by $X$ and $-i\,d/dX$ on complex polynomials satisfy the canonical relation. It supplies an example for the algebraic identities; it involves no inner product.
